# When an ℓ1-penalised cluster-expansion fit has reached its minimum

If a solver for a sparse cluster-expansion fit stops too early, the interactions it returns do not show by themselves whether a missing cluster is absent at the minimum or only absent so far. Two conditions per cluster, computed from the residual energies, characterise the minimum.

```lean
import Mathlib

open Matrix

namespace ClusterExpansionLasso

noncomputable section

variable {m n : Type*} [Fintype m] [Fintype n]

/-- The compressive-sensing objective: half the squared misfit between the energies `y` and
the cluster expansion `X J`, plus `t` times the sum of the absolute interactions. -/
def objective (X : Matrix m n ℝ) (y : m → ℝ) (t : ℝ) (J : n → ℝ) : ℝ :=
  (y - X *ᵥ J) ⬝ᵥ (y - X *ᵥ J) / 2 + t * ∑ a, |J a|

/-- The correlation `g = Xᵀ (y - X J)` of each cluster with the residual energies. -/
def residualCorr (X : Matrix m n ℝ) (y : m → ℝ) (J : n → ℝ) : n → ℝ :=
  Xᵀ *ᵥ (y - X *ᵥ J)

/-- The interactions `J` minimise the objective among all interaction vectors. -/
def IsMinimizer (X : Matrix m n ℝ) (y : m → ℝ) (t : ℝ) (J : n → ℝ) : Prop :=
  ∀ K, objective X y t J ≤ objective X y t K

/-- Soft thresholding: shrink `z` towards zero by `t`, and return zero if `|z| ≤ t`
(for `t ≥ 0`). -/
def softThreshold (t z : ℝ) : ℝ :=
  if t < z then z - t else if z < -t then z + t else 0

/-- The exact change of the objective from `J` to `K`: half the squared change of the
predicted energies, plus one separate contribution from each cluster. -/
theorem objective_sub (X : Matrix m n ℝ) (y : m → ℝ) (t : ℝ) (J K : n → ℝ) :
    objective X y t K - objective X y t J =
      (X *ᵥ (K - J)) ⬝ᵥ (X *ᵥ (K - J)) / 2 +
        ∑ a, (t * |K a| - t * |J a| - residualCorr X y J a * (K a - J a)) := by
  have h : residualCorr X y J ⬝ᵥ (K - J) = (y - X *ᵥ J) ⬝ᵥ (X *ᵥ (K - J)) := by
    rw [residualCorr, Matrix.mulVec_transpose, ← Matrix.dotProduct_mulVec]
  have hs : ∑ a, (t * |K a| - t * |J a| - residualCorr X y J a * (K a - J a)) =
      t * ∑ a, |K a| - t * ∑ a, |J a| - residualCorr X y J ⬝ᵥ (K - J) := by
    simp only [dotProduct, Finset.sum_sub_distrib, Finset.mul_sum, Pi.sub_apply]
  -- the new residual is the old one minus the change of the prediction
  have hy : y - X *ᵥ K = (y - X *ᵥ J) - X *ᵥ (K - J) := by
    rw [Matrix.mulVec_sub]; abel
  rw [hs, h]
  unfold objective
  rw [hy]
  generalize y - X *ᵥ J = r
  generalize X *ᵥ (K - J) = d
  simp only [sub_dotProduct, dotProduct_sub]
  rw [dotProduct_comm d r]
  ring

/-- If `|g_a| ≤ t` and `g_a J_a = t |J_a|` for every cluster, then going from `J` to any `K`
raises the objective by at least half the squared change of the predicted energies. -/
theorem objective_growth (X : Matrix m n ℝ) (y : m → ℝ) {t : ℝ} {J : n → ℝ}
    (hg : ∀ a, |residualCorr X y J a| ≤ t ∧ residualCorr X y J a * J a = t * |J a|)
    (K : n → ℝ) :
    objective X y t J + (X *ᵥ (K - J)) ⬝ᵥ (X *ᵥ (K - J)) / 2 ≤ objective X y t K := by
  have hS : 0 ≤ ∑ a, (t * |K a| - t * |J a| - residualCorr X y J a * (K a - J a)) := by
    refine Finset.sum_nonneg fun a _ => ?_
    have h1 := (le_abs_self _).trans (abs_mul (residualCorr X y J a) (K a)).le
    have h2 := mul_le_mul_of_nonneg_right (hg a).1 (abs_nonneg (K a))
    linarith [(hg a).2]
  linarith [objective_sub X y t J K]

/-- If a linear gain `ε p` never exceeds a quadratic cost `ε² q` with `q ≥ 0`, for all steps
`0 < ε ≤ 1`, then the slope `p` is not positive. -/
theorem slope_nonpos {p q : ℝ} (hq : 0 ≤ q)
    (h : ∀ ε : ℝ, 0 < ε → ε ≤ 1 → ε * p ≤ ε ^ 2 * q) : p ≤ 0 := by
  by_contra hc
  have hp : 0 < p := not_le.mp hc
  have hpq : 0 < p + q := by linarith
  obtain ⟨e, he⟩ : ∃ e, e = p / (p + q) := ⟨_, rfl⟩
  have e0 : 0 < e := by rw [he]; exact div_pos hp hpq
  have e1 : e ≤ 1 := by rw [he]; exact (div_le_one hpq).2 (by linarith)
  have e2 : e * (p + q) = p := by rw [he]; exact div_mul_cancel₀ _ hpq.ne'
  have h2 : p ≤ e * q :=
    le_of_mul_le_mul_left (show e * p ≤ e * (e * q) by linarith [h e e0 e1]) e0
  linarith [mul_pos e0 hp]

/-- For `t ≥ 0`, the interactions `J` minimise the compressive-sensing objective if and only
if `g = Xᵀ (y - X J)` satisfies `|g_a| ≤ t` and `g_a J_a = t |J_a|` for every cluster `a`. -/
theorem isMinimizer_iff (X : Matrix m n ℝ) (y : m → ℝ) {t : ℝ} (ht : 0 ≤ t) (J : n → ℝ) :
    IsMinimizer X y t J ↔
      ∀ a, |residualCorr X y J a| ≤ t ∧ residualCorr X y J a * J a = t * |J a| := by
  classical
  constructor
  · intro hmin a
    obtain ⟨e, he⟩ : ∃ e : n → ℝ, e = Pi.single a 1 := ⟨_, rfl⟩
    obtain ⟨c, hc⟩ : ∃ c : ℝ, c = (X *ᵥ e) ⬝ᵥ (X *ᵥ e) := ⟨_, rfl⟩
    have c0 : 0 ≤ c := by
      rw [hc]; unfold dotProduct
      exact Finset.sum_nonneg fun i _ => mul_self_nonneg _
    -- change only the interaction of cluster `a`, by an amount `s`
    have step : ∀ s : ℝ, 0 ≤ s ^ 2 * (c / 2) +
        (t * |J a + s| - t * |J a| - residualCorr X y J a * s) := by
      intro s
      have h1 := hmin (J + s • e)
      have h2 := objective_sub X y t J (J + s • e)
      have hs : ∑ b, (t * |(J + s • e) b| - t * |J b| -
          residualCorr X y J b * ((J + s • e) b - J b)) =
          t * |J a + s| - t * |J a| - residualCorr X y J a * s := by
        rw [Finset.sum_eq_single a]
        · simp [he]
        · intro b _ hb
          simp [he, hb]
        · simp
      have hq : (X *ᵥ (J + s • e - J)) ⬝ᵥ (X *ᵥ (J + s • e - J)) = s ^ 2 * c := by
        rw [add_sub_cancel_left, Matrix.mulVec_smul, smul_dotProduct, dotProduct_smul, ← hc,
          smul_eq_mul, smul_eq_mul]
        ring
      rw [hs, hq] at h2
      linarith
    have c2 : 0 ≤ c / 2 := by linarith
    have hup : residualCorr X y J a - t ≤ 0 := slope_nonpos c2 fun ε h0 _ => by
      have h1 := abs_add_le (J a) ε
      rw [abs_of_pos h0] at h1
      linarith [step ε, mul_le_mul_of_nonneg_left h1 ht]
    have hdown : -residualCorr X y J a - t ≤ 0 := slope_nonpos c2 fun ε h0 _ => by
      have h1 := abs_add_le (J a) (-ε)
      rw [abs_neg, abs_of_pos h0] at h1
      linarith [step (-ε), mul_le_mul_of_nonneg_left h1 ht]
    have hg : |residualCorr X y J a| ≤ t := abs_le.2 ⟨by linarith, by linarith⟩
    -- shrink the interaction by the factor `1 - ε`
    have hshrink : t * |J a| - residualCorr X y J a * J a ≤ 0 :=
      slope_nonpos (mul_nonneg (sq_nonneg (J a)) c2) fun ε _ h1 => by
        have h2 : |J a + -(ε * J a)| = (1 - ε) * |J a| := by
          rw [show J a + -(ε * J a) = (1 - ε) * J a by ring, abs_mul,
            abs_of_nonneg (sub_nonneg.2 h1)]
        have h3 := step (-(ε * J a))
        rw [h2] at h3
        linarith
    have h4 := (le_abs_self _).trans (abs_mul (residualCorr X y J a) (J a)).le
    have h5 := mul_le_mul_of_nonneg_right hg (abs_nonneg (J a))
    exact ⟨hg, by linarith⟩
  · intro hg K
    have h0 : 0 ≤ (X *ᵥ (K - J)) ⬝ᵥ (X *ᵥ (K - J)) := by
      unfold dotProduct
      exact Finset.sum_nonneg fun i _ => mul_self_nonneg _
    linarith [objective_growth X y hg K]

/-- For `t ≥ 0`, any two minimisers predict the same energies for the structures in the fit. -/
theorem prediction_unique (X : Matrix m n ℝ) (y : m → ℝ) {t : ℝ} (ht : 0 ≤ t) {J K : n → ℝ}
    (hJ : IsMinimizer X y t J) (hK : IsMinimizer X y t K) : X *ᵥ K = X *ᵥ J := by
  have h1 := objective_growth X y ((isMinimizer_iff X y ht J).1 hJ) K
  have h0 : 0 ≤ (X *ᵥ (K - J)) ⬝ᵥ (X *ᵥ (K - J)) := by
    unfold dotProduct
    exact Finset.sum_nonneg fun i _ => mul_self_nonneg _
  have h2 : (X *ᵥ (K - J)) ⬝ᵥ (X *ᵥ (K - J)) = 0 := by linarith [hK J]
  have h3 := dotProduct_self_eq_zero.1 h2
  rw [Matrix.mulVec_sub] at h3
  exact sub_eq_zero.1 h3

/-- For `t ≥ 0`, a cluster with `|g_a| < t` at one minimiser has zero interaction in every
minimiser. -/
theorem cluster_dropped (X : Matrix m n ℝ) (y : m → ℝ) {t : ℝ} (ht : 0 ≤ t) {J K : n → ℝ}
    (hJ : IsMinimizer X y t J) (hK : IsMinimizer X y t K) {a : n}
    (ha : |residualCorr X y J a| < t) : K a = 0 := by
  have hc : residualCorr X y K = residualCorr X y J := by
    unfold residualCorr
    rw [prediction_unique X y ht hJ hK]
  by_contra h
  have h1 := ((isMinimizer_iff X y ht K).1 hK a).2
  rw [hc] at h1
  have h2 := (le_abs_self _).trans (abs_mul (residualCorr X y J a) (K a)).le
  linarith [mul_lt_mul_of_pos_right ha (abs_pos.2 h)]

/-- For `t ≥ 0`, a minimiser `J` is the only one if the columns of `X` belonging to the
clusters without `|g_a| < t` are linearly independent. -/
theorem minimizer_unique (X : Matrix m n ℝ) (y : m → ℝ) {t : ℝ} (ht : 0 ≤ t) {J K : n → ℝ}
    (hJ : IsMinimizer X y t J) (hK : IsMinimizer X y t K)
    (hX : ∀ d : n → ℝ, (∀ a, |residualCorr X y J a| < t → d a = 0) → X *ᵥ d = 0 → d = 0) :
    K = J := by
  refine sub_eq_zero.1 (hX (K - J) (fun a ha => ?_) ?_)
  · rw [Pi.sub_apply, cluster_dropped X y ht hJ hK ha, cluster_dropped X y ht hJ hJ ha,
      sub_zero]
  · rw [Matrix.mulVec_sub, prediction_unique X y ht hJ hK, sub_self]

/-- For one cluster and `t ≥ 0`, the conditions `|z - j| ≤ t` and `(z - j) j = t |j|` hold
exactly when `j` is the soft-thresholded value of `z`. -/
theorem softThreshold_iff {t : ℝ} (ht : 0 ≤ t) (z j : ℝ) :
    (|z - j| ≤ t ∧ (z - j) * j = t * |j|) ↔ j = softThreshold t z := by
  unfold softThreshold
  constructor
  · rintro ⟨h1, h2⟩
    obtain ⟨hl, hu⟩ := abs_le.1 h1
    rcases lt_trichotomy j 0 with hj | hj | hj
    · rw [abs_of_neg hj] at h2
      have h3 : z - j = -t := mul_right_cancel₀ hj.ne (by linarith)
      rw [if_neg (show ¬ t < z by linarith), if_pos (show z < -t by linarith)]
      linarith
    · rw [if_neg (show ¬ t < z by linarith), if_neg (show ¬ z < -t by linarith)]
      exact hj
    · rw [abs_of_pos hj] at h2
      have h3 : z - j = t := mul_right_cancel₀ hj.ne' h2
      rw [if_pos (show t < z by linarith)]
      linarith
  · intro h
    split_ifs at h with h1 h2
    · have hj : 0 < j := by linarith
      have e : z - j = t := by linarith
      rw [abs_of_pos hj, e]
      exact ⟨(abs_of_nonneg ht).le, rfl⟩
    · have hj : j < 0 := by linarith
      have e : z - j = -t := by linarith
      rw [abs_of_neg hj, e, abs_neg]
      exact ⟨(abs_of_nonneg ht).le, by ring⟩
    · rw [h]
      exact ⟨abs_le.2 ⟨by linarith, by linarith⟩, by simp⟩

/-- If the columns of `X` are orthonormal and `t ≥ 0`, then `J` is a minimiser exactly when
each interaction is the soft-thresholded projection `(Xᵀ y)_a` of the energies. -/
theorem isMinimizer_iff_softThreshold [DecidableEq n] (X : Matrix m n ℝ) (y : m → ℝ) {t : ℝ}
    (ht : 0 ≤ t) (hX : Xᵀ * X = 1) (J : n → ℝ) :
    IsMinimizer X y t J ↔ ∀ a, J a = softThreshold t ((Xᵀ *ᵥ y) a) := by
  have hg : residualCorr X y J = Xᵀ *ᵥ y - J := by
    rw [residualCorr, Matrix.mulVec_sub, Matrix.mulVec_mulVec, hX, Matrix.one_mulVec]
  rw [isMinimizer_iff X y ht J, hg]
  exact forall_congr' fun a => softThreshold_iff ht ((Xᵀ *ᵥ y) a) (J a)

end

end ClusterExpansionLasso
```

```lean
#print axioms ClusterExpansionLasso.cluster_dropped
#print axioms ClusterExpansionLasso.minimizer_unique
#print axioms ClusterExpansionLasso.isMinimizer_iff_softThreshold
```

```
'ClusterExpansionLasso.cluster_dropped' depends on axioms: [propext, Classical.choice, Quot.sound]
'ClusterExpansionLasso.minimizer_unique' depends on axioms: [propext, Classical.choice, Quot.sound]
'ClusterExpansionLasso.isMinimizer_iff_softThreshold' depends on axioms: [propext, Classical.choice, Quot.sound]
```

## Residual energies and the penalty

An alloy's energies are to be expressed through a few effective cluster interactions chosen from many candidates. Each row of `X` is a structure in the fit and each column a candidate cluster, with multiplicities absorbed into the entries. The vector `y` holds the reference energies and `J` the interactions. Both index types, `m` and `n`, are finite. The objective is

$$F(J)=\tfrac12|y-XJ|^2+t\sum_a|J_a| .$$

The penalty $t$, often written $\mu$ or $\lambda$, sets how strongly a cluster must correlate with the unexplained energies to earn a nonzero interaction. It is the same for all columns, including a constant term if `X` has one. Its value belongs to this scaling of the objective: if a code minimises $|y-XJ|^2/(2N)+\alpha\sum_a|J_a|$ instead, with $N$ the number of structures, then $t=N\alpha$.

`residualCorr` is $g=X^T(y-XJ)$, an unnormalised overlap and not a correlation coefficient. `IsMinimizer` compares $J$ with every real interaction vector, so the minimum is global. For $t\ge0$, `isMinimizer_iff` states that $J$ is a minimiser exactly when, for every $a$,

$$|g_a|\le t,\qquad g_aJ_a=t|J_a| .$$

A cluster with positive interaction thus has $g_a=t$, one with negative interaction has $g_a=-t$, and an absent one has $g_a$ anywhere from $-t$ to $t$, endpoints included.

In compressive-sensing fits to electronic-structure energies, this lets a solver's output be checked, up to a chosen numerical tolerance, for a fixed finite set of structures and clusters. Whether the fitted interactions predict structures outside the fit is a separate question.

## Comparing two sets of interactions

Let $K$ be another interaction vector, $d=K-J$ and $r=y-XJ$. The new residual is $r-Xd$, and $r\cdot Xd=g\cdot d$. Expanding the square gives `objective_sub`:

$$F(K)-F(J)=\tfrac12|Xd|^2+\sum_a\bigl[t|K_a|-t|J_a|-g_a(K_a-J_a)\bigr].$$

If the two conditions hold, each bracket equals $t|K_a|-g_aK_a$, which is nonnegative because $g_aK_a\le|g_a||K_a|\le t|K_a|$. Hence $F(K)\ge F(J)+\tfrac12|Xd|^2$. This is `objective_growth`, and it proves sufficiency.

For necessity, let $J$ be a minimiser and change only $J_a$, by $s$. With $c$ the squared norm of column $a$, the identity becomes the inequality `step`:

$$0\le\tfrac12cs^2+t|J_a+s|-t|J_a|-g_as .$$

Take $0<\varepsilon\le1$.

- For $s=\varepsilon$, the triangle inequality gives $\varepsilon(g_a-t)\le\tfrac12c\varepsilon^2$. Dividing by $\varepsilon$ and letting it tend to zero gives $g_a\le t$.
- For $s=-\varepsilon$, the same argument gives $-g_a\le t$.
- For $s=-\varepsilon J_a$, we have $|J_a+s|=(1-\varepsilon)|J_a|$, so $\varepsilon(t|J_a|-g_aJ_a)\le\tfrac12cJ_a^2\varepsilon^2$ and therefore $t|J_a|\le g_aJ_a$.

The bound on $g_a$ supplies the reverse inequality $g_aJ_a\le t|J_a|$. In Lean, `slope_nonpos` replaces the limit: if $\varepsilon p\le\varepsilon^2q$ with $p>0$ and $q\ge0$, the single choice $\varepsilon=p/(p+q)$ gives a contradiction.

## What different minimisers share

If $J$ and $K$ are both minimisers, the growth bound forces $|X(K-J)|^2=0$, so they predict the same energies for the fitted structures (`prediction_unique`). They then share $g$. Where $|g_a|<t$, the condition $g_aK_a=t|K_a|$ leaves only $K_a=0$ (`cluster_dropped`).

Consequently $K-J$ is supported on clusters with $|g_a|=t$ and is annihilated by $X$. If those columns are linearly independent, which is the hypothesis `hX`, then $K=J$ (`minimizer_unique`).

For orthonormal columns, $X^TX=1$ and $g=X^Ty-J$, so the clusters decouple. Write $z=(X^Ty)_a$. A positive $J_a$ requires $J_a=z-t$ and $z>t$; a negative one requires $J_a=z+t$ and $z<-t$; zero requires $|z|\le t$. Substituting these values back satisfies both conditions. `softThreshold_iff` checks these cases, and `isMinimizer_iff_softThreshold` applies them to every cluster.

At $t=0$ the conditions reduce to $g=0$, the normal equations $X^TXJ=X^Ty$ of ordinary least squares. At the other end, $J=0$ is a minimiser exactly when $|(X^Ty)_a|\le t$ for every cluster.
